# Nuclear gradients of a translationally covariant quadrature energy sum to zero; fixed-grid gradients need not

Put one nucleus at $R$ on a line, with one grid point at $r = R + c$ that moves with it, a constant weight $w$ and an integrand $f(r - R)$. The energy is $w f(c)$, which doesn't depend on $R$, so its gradient is zero. If I freeze the grid point while I differentiate, I get $-w f'(c)$ instead.

I believe the same thing happens for a molecule. Let

$$E(R) = \sum_g W_g(R)\, F(r_g(R), R),$$

where $R$ collects the nuclear positions $R_B$, $r_g$ are the grid points, $W_g$ their weights and $F$ the integrand. Suppose that everything is differentiable, and that under a rigid shift of all nuclei by $a$ the points shift by $a$, the weights stay the same and $F(r+a, R+a) = F(r,R)$. Then the full nuclear gradients should sum to zero, and the fixed-grid gradients to $-\sum_g W_g\,\partial F/\partial r\,(r_g)$. Can this be made rigorous and checked in Lean?

## Both sums are derivatives along a rigid shift

Yes. Work in one dimension first. Moving every nucleus by $a$ changes a differentiable function $\Phi(R)$ at the rate

$$\frac{d}{da} \Phi(R + a)\Big|_{a=0} = \sum_B \frac{\partial \Phi}{\partial R_B}.$$

A sum over nuclei is therefore a derivative along the rigid shift. For the energy, the assumptions give

$$E(R+a) = \sum_g W_g(R)\, F(r_g(R) + a, R + a) = \sum_g W_g(R)\, F(r_g(R), R) = E(R),$$

so $\sum_B \partial E/\partial R_B = 0$.

For the fixed-grid gradients, differentiate $F(r+a, R+a) = F(r,R)$ at $a = 0$ with $r$ and $R$ independent:

$$\frac{\partial F}{\partial r} + \sum_B \frac{\partial F}{\partial R_B} = 0.$$

Evaluate this at $r = r_g$, multiply by $W_g$ and sum over $g$:

$$\sum_B \sum_g W_g \frac{\partial F}{\partial R_B}(r_g, R) = -\sum_g W_g \frac{\partial F}{\partial r}(r_g, R).$$

The product and chain rules show what freezing the grid leaves out:

$$\frac{\partial E}{\partial R_B} = \sum_g W_g \frac{\partial F}{\partial R_B} + \sum_g W_g \frac{\partial F}{\partial r}\frac{\partial r_g}{\partial R_B} + \sum_g \frac{\partial W_g}{\partial R_B} F.$$

The shift rules for points and weights give $\sum_B \partial r_g/\partial R_B = 1$ and $\sum_B \partial W_g/\partial R_B = 0$. Summed over the nuclei, the middle term thus cancels the fixed-grid sum, and the last term contributes nothing.

A nonzero fixed-grid sum should therefore not be blamed on missing weight derivatives: adding them alone leaves the sum exactly as it was. They can change the individual gradients, while the motion of the points restores the sum. Here $\partial W_g/\partial R_B$ is the total derivative of $W_g(R)$, taken while the grid point moves with the nuclei. If a weight is coded as a function of the point and the nuclei, its nuclear derivatives at a fixed point are only part of this, and they need not sum to zero.

## Two nuclei at 0 and 1

Take $F(x,R) = (x-R_0)(x-R_1)$, points $r_g = R_g + 1$ for $g = 0, 1$, and both weights equal to $1 + (R_0-R_1)^2$. At $R_0 = 0$, $R_1 = 1$ the points are 1 and 2, the weights are 2, and $F$ has the values 0 and 2. The three contributions to each gradient are:

| Nucleus | Fixed grid | Point motion | Weights | Full gradient |
|---|---:|---:|---:|---:|
| 0 | −2 | 2 | −4 | −4 |
| 1 | −6 | 6 | 4 | 4 |
| Sum | −8 | 8 | 0 | 0 |

For instance, $\partial F/\partial R_0 = -(x-R_1)$ is 0 and −1 at the two points, which gives $2(0-1) = -2$. The slopes $\partial F/\partial r = 2x - R_0 - R_1$ are 1 and 3, so the predicted fixed-grid sum is $-2(1+3) = -8$, as in the table.

## Positions, shifts and gradients in Lean

Positions lie in a real normed space `V`: `ℝ` for the line, three-dimensional space for a molecule. The finite type `ι` labels the nuclei, and a geometry is a function `R : ι → V`. The type `G` labels the grid points and is finite wherever the energy is formed. `rigidShift R a` adds `a` to every nuclear position.

The hypotheses come in two structures.

- `Smooth` says that $F$ is differentiable jointly in the point and the geometry, and that each $r_g$ and $W_g$ is differentiable.
- `Covariant` holds the three shift rules. `F_shift` stands for homogeneous space, with no external field fixed in the laboratory. `r_shift` says that the grid is carried along with the molecule, and `W_shift` that a rigid translation leaves the weights alone.

`nuclearDeriv E R B a` is the derivative of `E` when only nucleus `B` moves along `a`. It is a gradient component, so a force has the opposite sign. On the line, `a = 1` gives the usual partial derivative. `fixedGridDeriv` applies this derivative to $F$ with the point held at its current position, and weights the results with the current $W_g$.

The theorem `sum_full_gradients` assumes both structures. It states that the energy is differentiable at every geometry and that its nuclear derivatives along any `a` sum to zero. Differentiability belongs in the conclusion because Lean's `fderiv` is zero by convention where no derivative exists, and a bare zero sum would then say little.

The theorem `sum_fixedGrid_gradients` needs less: $F$ must be jointly differentiable and translation invariant, while the points and weights may be arbitrary functions of the geometry.

Differentiability is required everywhere, including at coincident nuclei. An integrand with a cusp at a nucleus, or weights that become singular when two nuclei meet, do not satisfy the hypotheses as they stand. The integrand is also a given function: no self-consistent or coupled-perturbed equations are solved, and any response of the density to the nuclei must already be contained in the dependence of $F$ on $R$.

For exchange–correlation energies on atom-centred grids, the first sum rule gives a consistency test for gradient code, within this model of a finite grid and a prescribed differentiable integrand. Passing it is necessary for exact derivatives of the quadrature energy but not sufficient: leaving out only the weight terms doesn't change the sum.

```lean
import Mathlib

open Finset

namespace GridTranslationSumRule

noncomputable section

variable {V ι G : Type*} [NormedAddCommGroup V] [NormedSpace ℝ V] [Fintype ι]

/-- The geometry obtained by displacing every nucleus by the same vector `a`. -/
def rigidShift (R : ι → V) (a : V) : ι → V := fun B => R B + a

/-- The integrand, the grid points and the weights are differentiable; the integrand is so
jointly in the point and the nuclear positions. -/
structure Smooth (F : V → (ι → V) → ℝ) (r : G → (ι → V) → V) (W : G → (ι → V) → ℝ) :
    Prop where
  F_diff : Differentiable ℝ (fun p : V × (ι → V) => F p.1 p.2)
  r_diff : ∀ g, Differentiable ℝ (r g)
  W_diff : ∀ g, Differentiable ℝ (W g)

/-- Under a rigid shift of the nuclei the grid points move along, the weights are unchanged,
and the integrand is unchanged when its point is shifted too. -/
structure Covariant (F : V → (ι → V) → ℝ) (r : G → (ι → V) → V) (W : G → (ι → V) → ℝ) :
    Prop where
  F_shift : ∀ x R a, F (x + a) (rigidShift R a) = F x R
  r_shift : ∀ g R a, r g (rigidShift R a) = r g R + a
  W_shift : ∀ g R a, W g (rigidShift R a) = W g R

/-- A derivative vanishes along a direction in which the function is constant. -/
theorem deriv_zero_of_constant_along {X : Type*} [NormedAddCommGroup X] [NormedSpace ℝ X]
    {f : X → ℝ} {L : X →L[ℝ] ℝ} {x v : X} (hf : HasFDerivAt f L x)
    (h : ∀ t : ℝ, f (x + t • v) = f x) : L v = 0 := by
  have h1 : HasDerivAt (fun t : ℝ => f (x + t • v)) (L v) 0 := hf.hasLineDerivAt v
  have h2 : (fun t : ℝ => f (x + t • v)) = fun _ => f x := funext h
  rw [h2] at h1
  exact h1.unique (hasDerivAt_const (0 : ℝ) (f x))

/-- The joint derivative of the integrand is the sum of its derivative in the point and its
derivative in the nuclear positions. -/
theorem integrand_deriv_split {F : V → (ι → V) → ℝ}
    (hF : Differentiable ℝ (fun p : V × (ι → V) => F p.1 p.2))
    (x : V) (R : ι → V) (v : V) (u : ι → V) :
    fderiv ℝ (fun p : V × (ι → V) => F p.1 p.2) (x, R) (v, u)
      = fderiv ℝ (fun y => F y R) x v + fderiv ℝ (F x) R u := by
  have h := (hF (x, R)).hasFDerivAt
  have h1 : HasFDerivAt (fun y => F y R) ((fderiv ℝ (fun p : V × (ι → V) => F p.1 p.2)
      (x, R)).comp (ContinuousLinearMap.inl ℝ V (ι → V))) x :=
    HasFDerivAt.comp (f := fun y : V => (y, R)) x h (hasFDerivAt_prodMk_left x R)
  have h2 : HasFDerivAt (F x) ((fderiv ℝ (fun p : V × (ι → V) => F p.1 p.2)
      (x, R)).comp (ContinuousLinearMap.inr ℝ V (ι → V))) R :=
    HasFDerivAt.comp (f := fun S : ι → V => (x, S)) R h (hasFDerivAt_prodMk_right x R)
  rw [h1.fderiv, h2.fderiv]
  simp only [ContinuousLinearMap.comp_apply, ContinuousLinearMap.inl_apply,
    ContinuousLinearMap.inr_apply]
  rw [← map_add, Prod.mk_add_mk, add_zero, zero_add]

variable [Fintype G]

/-- The quadrature energy `E(R) = ∑ g, W_g(R) F(r_g(R), R)`. -/
def energy (F : V → (ι → V) → ℝ) (r : G → (ι → V) → V) (W : G → (ι → V) → ℝ)
    (R : ι → V) : ℝ := ∑ g, W g R * F (r g R) R

/-- The derivative of the quadrature energy given by the product and chain rules. -/
theorem energy_hasFDerivAt {F : V → (ι → V) → ℝ} {r : G → (ι → V) → V}
    {W : G → (ι → V) → ℝ} (hs : Smooth F r W) (R : ι → V) :
    HasFDerivAt (energy F r W)
      (∑ g, (W g R • (fderiv ℝ (fun p : V × (ι → V) => F p.1 p.2) (r g R, R)).comp
        ((fderiv ℝ (r g) R).prod (ContinuousLinearMap.id ℝ (ι → V)))
        + F (r g R) R • fderiv ℝ (W g) R)) R := by
  refine HasFDerivAt.fun_sum fun g _ => ?_
  have hc : HasFDerivAt (fun S => F (r g S) S)
      ((fderiv ℝ (fun p : V × (ι → V) => F p.1 p.2) (r g R, R)).comp
        ((fderiv ℝ (r g) R).prod (ContinuousLinearMap.id ℝ (ι → V)))) R :=
    HasFDerivAt.comp (f := fun S : ι → V => (r g S, S)) R
      (hs.F_diff (r g R, R)).hasFDerivAt
      ((hs.r_diff g R).hasFDerivAt.prodMk (hasFDerivAt_id R))
  exact (hs.W_diff g R).hasFDerivAt.mul hc

variable [DecidableEq ι]

/-- The derivative of `E` when nucleus `B` alone moves along `a`. -/
def nuclearDeriv (E : (ι → V) → ℝ) (R : ι → V) (B : ι) (a : V) : ℝ :=
  fderiv ℝ E R (Pi.single B a)

/-- The fixed-grid gradient: only the explicit dependence of the integrand on nucleus `B`
is differentiated, with points and weights frozen. -/
def fixedGridDeriv (F : V → (ι → V) → ℝ) (r : G → (ι → V) → V) (W : G → (ι → V) → ℝ)
    (R : ι → V) (B : ι) (a : V) : ℝ := ∑ g, W g R * nuclearDeriv (F (r g R)) R B a

omit [Fintype G] in
/-- The single-nucleus derivatives along `a` add up to the derivative along the rigid
displacement of all nuclei by `a`. -/
theorem sum_nuclearDeriv (E : (ι → V) → ℝ) (R : ι → V) (a : V) :
    ∑ B, nuclearDeriv E R B a = fderiv ℝ E R (fun _ => a) := by
  simp only [nuclearDeriv]
  rw [← map_sum, Finset.univ_sum_single (fun _ : ι => a)]

/-- The full nuclear gradient is the fixed-grid gradient plus a term from the motion of the
grid points and a term from the change of the weights. -/
theorem nuclearDeriv_energy {F : V → (ι → V) → ℝ} {r : G → (ι → V) → V}
    {W : G → (ι → V) → ℝ} (hs : Smooth F r W) (R : ι → V) (B : ι) (a : V) :
    nuclearDeriv (energy F r W) R B a = fixedGridDeriv F r W R B a
      + ∑ g, W g R * fderiv ℝ (fun x => F x R) (r g R) (fderiv ℝ (r g) R (Pi.single B a))
      + ∑ g, nuclearDeriv (W g) R B a * F (r g R) R := by
  simp only [nuclearDeriv, fixedGridDeriv]
  rw [(energy_hasFDerivAt hs R).fderiv, _root_.sum_apply,
    ← sum_add_distrib, ← sum_add_distrib]
  refine sum_congr rfl fun g _ => ?_
  change W g R * fderiv ℝ (fun p : V × (ι → V) => F p.1 p.2) (r g R, R)
    (fderiv ℝ (r g) R (Pi.single B a), Pi.single B a)
    + F (r g R) R * fderiv ℝ (W g) R (Pi.single B a) = _
  rw [integrand_deriv_split hs.F_diff]
  ring

/-- If the data are `Smooth` and `Covariant`, the quadrature energy is differentiable, and its
nuclear gradients sum to zero. -/
theorem sum_full_gradients {F : V → (ι → V) → ℝ} {r : G → (ι → V) → V}
    {W : G → (ι → V) → ℝ} (hs : Smooth F r W) (hc : Covariant F r W) (R : ι → V) :
    DifferentiableAt ℝ (energy F r W) R ∧
      ∀ a, ∑ B, nuclearDeriv (energy F r W) R B a = 0 := by
  have hd := (energy_hasFDerivAt hs R).differentiableAt
  refine ⟨hd, fun a => ?_⟩
  -- the energy does not change under a rigid shift
  have hE : ∀ b, energy F r W (rigidShift R b) = energy F r W R := fun b => by
    simp only [energy, hc.W_shift, hc.r_shift, hc.F_shift]
  rw [sum_nuclearDeriv]
  exact deriv_zero_of_constant_along hd.hasFDerivAt fun t => hE (t • a)

/-- For a translation-invariant integrand the fixed-grid gradients sum to minus the weighted
sum of the integrand's derivatives in the grid point. -/
theorem sum_fixedGrid_gradients {F : V → (ι → V) → ℝ}
    (hF : Differentiable ℝ (fun p : V × (ι → V) => F p.1 p.2))
    (hinv : ∀ x R a, F (x + a) (rigidShift R a) = F x R)
    (r : G → (ι → V) → V) (W : G → (ι → V) → ℝ) (R : ι → V) (a : V) :
    ∑ B, fixedGridDeriv F r W R B a
      = -∑ g, W g R * fderiv ℝ (fun x => F x R) (r g R) a := by
  simp only [fixedGridDeriv]
  rw [sum_comm, ← sum_neg_distrib]
  refine sum_congr rfl fun g _ => ?_
  rw [← mul_sum, sum_nuclearDeriv]
  -- moving the point together with all nuclei leaves the integrand unchanged
  have h0 : fderiv ℝ (fun p : V × (ι → V) => F p.1 p.2) (r g R, R) (a, fun _ => a) = 0 :=
    deriv_zero_of_constant_along (hF (r g R, R)).hasFDerivAt
      fun t => hinv (r g R) R (t • a)
  have h1 := integrand_deriv_split hF (r g R) R a (fun _ => a)
  linear_combination W g R * h0 - W g R * h1

/-- A model integrand for two nuclei on a line. -/
def modelF (x : ℝ) (R : Fin 2 → ℝ) : ℝ := (x - R 0) * (x - R 1)

/-- One grid point per nucleus, at unit distance to its right. -/
def modelPoint (g : Fin 2) (R : Fin 2 → ℝ) : ℝ := R g + 1

/-- Weights that depend on the internuclear distance. -/
def modelWeight (_ : Fin 2) (R : Fin 2 → ℝ) : ℝ := 1 + (R 0 - R 1) ^ 2

/-- The two-nucleus model is differentiable and covariant under rigid shifts. -/
theorem model_witness : Smooth modelF modelPoint modelWeight ∧
    Covariant modelF modelPoint modelWeight := by
  refine ⟨⟨?_, fun g => ?_, fun g => ?_⟩, ⟨fun x R a => ?_, fun g R a => ?_, fun g R a => ?_⟩⟩
  · unfold modelF; fun_prop
  · unfold modelPoint; fun_prop
  · unfold modelWeight; fun_prop
  · simp only [modelF, rigidShift]; ring
  · simp only [modelPoint, rigidShift]; ring
  · simp only [modelWeight, rigidShift]; ring

/-- In the two-nucleus model the fixed-grid gradients sum to `-4 (1 + (R₀ - R₁)²)`, which is
negative at every geometry. -/
theorem model_fixedGrid_sum (R : Fin 2 → ℝ) :
    ∑ B, fixedGridDeriv modelF modelPoint modelWeight R B 1 = -4 * (1 + (R 0 - R 1) ^ 2) ∧
      -4 * (1 + (R 0 - R 1) ^ 2) < 0 := by
  refine ⟨?_, by nlinarith [sq_nonneg (R 0 - R 1)]⟩
  have hd : ∀ y, fderiv ℝ (fun x => modelF x R) y 1 = 2 * y - R 0 - R 1 := fun y => by
    have h : HasDerivAt (fun x => modelF x R) (1 * (y - R 1) + (y - R 0) * 1) y :=
      ((hasDerivAt_id' y).sub_const (R 0)).mul ((hasDerivAt_id' y).sub_const (R 1))
    rw [h.hasFDerivAt.fderiv]
    simp
    ring
  rw [sum_fixedGrid_gradients model_witness.1.F_diff model_witness.2.F_shift]
  simp only [hd, Fin.sum_univ_two, modelPoint, modelWeight]
  ring

end

end GridTranslationSumRule
```

```lean
#print axioms GridTranslationSumRule.nuclearDeriv_energy
#print axioms GridTranslationSumRule.sum_full_gradients
#print axioms GridTranslationSumRule.sum_fixedGrid_gradients
#print axioms GridTranslationSumRule.model_fixedGrid_sum
```

```
'GridTranslationSumRule.nuclearDeriv_energy' depends on axioms: [propext, Classical.choice, Quot.sound]
'GridTranslationSumRule.sum_full_gradients' depends on axioms: [propext, Classical.choice, Quot.sound]
'GridTranslationSumRule.sum_fixedGrid_gradients' depends on axioms: [propext, Classical.choice, Quot.sound]
'GridTranslationSumRule.model_fixedGrid_sum' depends on axioms: [propext, Classical.choice, Quot.sound]
```

## From constancy along a line to the two sum rules

`deriv_zero_of_constant_along` restricts a function to the line $x + tv$. The derivative at $t = 0$ is `L v` by differentiability and zero by constancy, and uniqueness of derivatives equates the two. `sum_nuclearDeriv` is the first displayed formula of the derivation: the derivative is linear, and the single-nucleus displacements `Pi.single B a` add up to the displacement of all nuclei by `a`.

`integrand_deriv_split` separates the joint derivative of $F$ into its point part and its nuclear part. It applies the chain rule to the maps that vary one argument and hold the other, then uses linearity on $(v,0) + (0,u) = (v,u)$.

`energy_hasFDerivAt` differentiates the energy. For each $g$ it applies the chain rule to $S \mapsto (r_g(S), S)$, followed by the product rule with the weight. Evaluating the result on the displacement of one nucleus and splitting the derivative of $F$ gives `nuclearDeriv_energy`, the three-term formula above. The sum rules don't use that formula; it identifies the terms that a fixed-grid gradient omits.

In `sum_full_gradients`, the step `hE` rewrites with the three shift rules to obtain $E(R+b) = E(R)$. The sum over nuclei becomes one derivative along the rigid shift, which vanishes by the constancy lemma.

In `sum_fixedGrid_gradients`, `sum_comm` exchanges the sums over nuclei and grid points, so that each point can be treated separately. There `h0` says that the joint derivative of $F$ vanishes when the point and all nuclei move by `a`, and `h1` splits that derivative into its two parts. The final `linear_combination` multiplies by the weight and solves for the nuclear part.

The two-nucleus example is also in the file. `model_witness` verifies all the hypotheses for it, so the full gradients of this model sum to zero. `model_fixedGrid_sum` computes the slope $2y - R_0 - R_1$ and inserts it into the fixed-grid rule. The slopes at the two points add up to 4 at every geometry, which gives

$$-4\bigl(1 + (R_0-R_1)^2\bigr) < 0.$$

The fixed-grid gradients of this model therefore never sum to zero, whatever the positions of the two nuclei.
